# The integral of (1 + t)^(-3/2) over t > 0 is 2

The theorem says that the function 1/((1 + t)√(1 + t)), which is (1 + t)^(-3/2) for t > -1, is integrable over t > 0 and that its integral there is 2. This is a statement of real analysis, and no physical system or model enters into it. The attempt uses the antiderivative -2/√(1 + t), which is -2 at t = 0 and tends to 0 as t grows. It checks the derivative for t ≥ 0, shows that the weight is nonnegative for t > 0, and then applies Mathlib's results on improper integrals of nonnegative derivatives.

In Lean, a first try:

```lean
import Mathlib

open MeasureTheory Filter Set Topology

namespace WeightIntegral

noncomputable section

/-- The weight `(1 + t)^(-3/2)`, for `t > -1`. -/
def weight (t : ℝ) : ℝ := 1 / ((1 + t) * √(1 + t))

/-- The weight is integrable over `t > 0`, and its integral is 2. -/
theorem weight_integral :
    IntegrableOn weight (Ioi 0) ∧ ∫ t in Ioi (0 : ℝ), weight t = 2 := by
  -- the antiderivative is `-2 / √(1 + t)`
  have hd : ∀ t ∈ Ici (0 : ℝ), HasDerivAt (fun x : ℝ => -2 / √(1 + x)) (weight t) t := by
    intro t ht
    have ht0 : (0 : ℝ) ≤ t := ht
    have hp : 0 < 1 + t := by linarith
    have h1 : HasDerivAt (fun x : ℝ => 1 + x) 1 t := (hasDerivAt_id' t).const_add 1
    have h2 := h1.sqrt hp.ne'
    refine ((hasDerivAt_const t (-2 : ℝ)).fun_div h2 (Real.sqrt_pos.2 hp).ne').congr_deriv ?_
    rw [Real.sq_sqrt hp.le, weight]
    ring
  have hpos : ∀ t ∈ Ioi (0 : ℝ), 0 ≤ weight t := by
    intro t ht
    have ht0 : (0 : ℝ) < t := ht
    unfold weight
    positivity
  have hs : Tendsto (fun x : ℝ => √(1 + x)) atTop atTop :=
    Real.tendsto_sqrt_atTop.comp (tendsto_atTop_add_const_left atTop 1 tendsto_id)
  have hl : Tendsto (fun x : ℝ => -2 / √(1 + x)) atTop (𝓝 0) := hs.const_div_atTop (-2)
  refine ⟨integrableOn_Ioi_deriv_of_nonneg' hd hpos hl, ?_⟩
  rw [integral_Ioi_of_hasDerivAt_of_nonneg' hd hpos hl]
  norm_num

end

end WeightIntegral
```

The compiler's answer:

```
Try this:
  [apply] ring_nf
  
  The `ring` tactic failed to close the goal. Use `ring_nf` to obtain a normal form.
    
  Note that `ring` works primarily in *commutative* rings. If you have a noncommutative ring, abelian group or module, consider using `noncomm_ring`, `abel` or `module` instead.
Main.lean:16:87: error: unsolved goals
t : ℝ
ht : t ∈ Ici 0
ht0 : 0 ≤ t
hp : 0 < 1 + t
h1 : HasDerivAt (fun x => 1 + x) 1 t
h2 : HasDerivAt (fun y => √(1 + y)) (1 / (2 * √(1 + t))) t
⊢ (√(1 + t))⁻¹ * (1 + t)⁻¹ = (t * √(1 + t) + √(1 + t))⁻¹
```

This version goes through:

```diff
@@ -21,5 +21,6 @@
     have h2 := h1.sqrt hp.ne'
     refine ((hasDerivAt_const t (-2 : ℝ)).fun_div h2 (Real.sqrt_pos.2 hp).ne').congr_deriv ?_
-    rw [Real.sq_sqrt hp.le, weight]
+    have hw : weight t = (1 + t)⁻¹ * (√(1 + t))⁻¹ := by rw [weight, one_div, mul_inv]
+    rw [Real.sq_sqrt hp.le, hw]
     ring
   have hpos : ∀ t ∈ Ioi (0 : ℝ), 0 ≤ weight t := by
```

What went wrong. The error is in `hd`, where the derivative of the antiderivative has to be matched with `weight t`. `ring` failed to close that equation and fell back to `ring_nf`, which left the goal shown; the suggestion to try `ring_nf` is therefore no cure.

The two sides of that goal are equal, but their denominators have different forms. On the left, `1 + t` and `√(1 + t)` are inverted separately. On the right, unfolding `weight` gave the inverse of the product `(1 + t) * √(1 + t)`, and `ring` multiplied that product out into a sum. It treats the inverse of a sum as a single unit and does not factor the sum again, so the two sides never met.

The new `hw` uses `one_div` and `mul_inv` to write `weight t` as a product of two inverses while the denominator is still a product. Rewriting with `hw` instead of unfolding `weight` gives both sides the same inverses, and `ring` closes the goal.
